# Exchange between two spins 1/2 across a singlet pair: the Ma-Dasgupta-Hu rule to second order

Four spins 1/2 in a row are joined by Heisenberg bonds \(J_1, J_0, J_2\), and the middle bond is antiferromagnetic (\(J_0>0\)) and much the strongest. At temperatures far below \(J_0\) (with \(k_B=1\)), spins 2 and 3 settle into their singlet, and the question is what spins 1 and 4 still feel of each other. Second-order perturbation theory answers with an inverse of \(H_0-E_0\), where \(H_0=J_0\,\mathbf S_2\cdot\mathbf S_3\) and \(E_0=-\tfrac34J_0\) is the singlet energy. This operator vanishes on the singlet, so the inverse needs a definition. Here it is an operator \(G\) fixed by two equations,

\[ (H_0-E_0)\,G = 1-P,\qquad PG=0, \]

with \(P\) the projector on the singlet of spins 2 and 3. The weak bonds are \(V=J_1\mathbf S_1\cdot\mathbf S_2+J_2\mathbf S_3\cdot\mathbf S_4\), and the result is

\[ -PVGVP=P\Big[\frac{J_1J_2}{2J_0}\,\mathbf S_1\cdot\mathbf S_4-\frac{3(J_1^2+J_2^2)}{16J_0}\Big]. \]

Strong-disorder renormalisation of the random antiferromagnetic spin-1/2 Heisenberg chain repeats this replacement many times; the theorem concerns a single replacement, for four spins and to second order.

In Lean 4 with Mathlib:

```lean
import Mathlib

open Matrix
open scoped Kronecker

namespace MaDasguptaHu

noncomputable section
```

## Spins and the singlet

A pair of spins has four basis states, labelled by two indices, with 0 for up and 1 for down.

```lean
/-- Basis labels of two spins 1/2. -/
abbrev Pair := Fin 2 × Fin 2
```

The spin matrices are half the Pauli matrices, with \(\hbar=1\). The component index \(a=0,1,2\) stands for \(x,y,z\).

```lean
/-- The three spin-1/2 matrices, in units of ħ. -/
def spin : Fin 3 → Matrix (Fin 2) (Fin 2) ℂ :=
  ![!![0, 1/2; 1/2, 0], !![0, -Complex.I/2; Complex.I/2, 0], !![1/2, 0; 0, -1/2]]
```

Within a pair, `spinA` acts on the first member and `spinB` on the second. For the strong pair these are \(\mathbf S_2\) and \(\mathbf S_3\).

```lean
/-- Spin operator of the first member of a pair. -/
def spinA (a : Fin 3) : Matrix Pair Pair ℂ := spin a ⊗ₖ 1

/-- Spin operator of the second member of a pair. -/
def spinB (a : Fin 3) : Matrix Pair Pair ℂ := 1 ⊗ₖ spin a
```

The singlet is \(|s\rangle=(|{\uparrow\downarrow}\rangle-|{\downarrow\uparrow}\rangle)/\sqrt2\). The code stores the amplitudes without the \(1/\sqrt2\), and the projector \(|s\rangle\langle s|\) restores the factor \(1/2\).

```lean
/-- Unnormalised singlet amplitudes: up-down minus down-up. -/
def amp : Matrix (Fin 2) (Fin 2) ℂ := !![0, 1; -1, 0]

/-- The projector of a pair on its normalised singlet state. -/
def singlet : Matrix Pair Pair ℂ :=
  Matrix.of fun x y => amp x.1 x.2 * amp y.1 y.2 / 2
```

## Bonds to an arbitrary outer system

Everything except the strong pair lives on a finite-dimensional space with basis labels `m`, written as the first tensor factor. The projector \(P\) and the strong bond act as the identity there.

```lean
variable {m : Type*} [Fintype m] [DecidableEq m]

/-- The singlet projector `P` of the strong pair, acting as the identity on the outer system. -/
def proj (m : Type*) [DecidableEq m] : Matrix (m × Pair) (m × Pair) ℂ := 1 ⊗ₖ singlet

/-- The strong bond `J0 S2·S3`. -/
def strongBond (m : Type*) [DecidableEq m] (J0 : ℂ) : Matrix (m × Pair) (m × Pair) ℂ :=
  J0 • ((1 : Matrix m m ℂ) ⊗ₖ ∑ a, spinA a * spinB a)
```

The outer spins enter as operator triples \(L_a\) and \(R_a\), so that \(V=\sum_a(J_1L_aS_{2,a}+J_2R_aS_{3,a})\). No spin algebra is required of them. The couplings are complex numbers in the code; the Hamiltonian is Hermitian when they are real and the \(L_a\) and \(R_a\) are Hermitian, as spin operators are.

```lean
/-- The weak bonds `V = J1 L·S2 + J2 S3·R` to outer operators `L` and `R`. -/
def weakBonds (J1 J2 : ℂ) (L R : Fin 3 → Matrix m m ℂ) : Matrix (m × Pair) (m × Pair) ℂ :=
  J1 • ∑ a, L a ⊗ₖ spinA a + J2 • ∑ a, R a ⊗ₖ spinB a
```

The two equations for \(G\) become a predicate.

```lean
/-- `G` inverts the strong bond, measured from the energy `-3 J0/4`, on the complement of the
singlet, and has no component in the singlet. -/
def IsReducedResolvent (J0 : ℂ) (G : Matrix (m × Pair) (m × Pair) ℂ) : Prop :=
  (strongBond m J0 + (3 / 4 * J0) • 1) * G = 1 - proj m ∧ proj m * G = 0
```

## Traces and the singlet expectation value

The spin matrices satisfy \(\operatorname{tr}S_a=0\) and \(\operatorname{tr}(S_aS_b)=\tfrac12\delta_{ab}\). The proof runs through all components.

```lean
/-- Spin-1/2 matrices are traceless and mutually orthogonal under the trace. -/
theorem spin_trace (a b : Fin 3) :
    (spin a).trace = 0 ∧ (spin a * spin b).trace = if a = b then 1 / 2 else 0 := by
  have hI := Complex.I_mul_I
  constructor
  · fin_cases a <;> simp [spin, Matrix.trace_fin_two]
    grind
  · fin_cases a <;> fin_cases b <;>
      simp [spin, Matrix.trace_fin_two] <;> grind
```

For an operator \(A\) on spin 2 the cross terms vanish, because the states of spin 3 are orthogonal:

\[ \langle s|A\otimes1|s\rangle=\tfrac12\big(\langle{\uparrow}|A|{\uparrow}\rangle+\langle{\downarrow}|A|{\downarrow}\rangle\big)=\tfrac12\operatorname{tr}A. \]

The code compares the sixteen matrix entries of \(P(A\otimes1)P=\tfrac12(\operatorname{tr}A)P\), here on the pair alone.

```lean
/-- Between singlet projectors, an operator of the first spin reduces to half its trace. -/
theorem singlet_sandwich (A : Matrix (Fin 2) (Fin 2) ℂ) :
    singlet * (A ⊗ₖ 1) * singlet = (A.trace / 2) • singlet := by
  ext ⟨i, j⟩ ⟨k, l⟩
  fin_cases i <;> fin_cases j <;> fin_cases k <;> fin_cases l <;>
    simp [singlet, amp, Matrix.mul_apply, Fintype.sum_prod_type, Fin.sum_univ_two,
      Matrix.one_apply, Matrix.trace_fin_two] <;> ring
```

The total spin annihilates the singlet, so \(S_{3,a}P=-S_{2,a}P\), and likewise \(PS_{3,a}=-PS_{2,a}\). This too is checked entry by entry.

```lean
/-- On the singlet the two spins are opposite, whether they act from the left or the right. -/
theorem singlet_opposite (a : Fin 3) :
    spinB a * singlet = -(spinA a * singlet) ∧ singlet * spinB a = -(singlet * spinA a) := by
  constructor <;> ext ⟨i, j⟩ ⟨k, l⟩ <;> fin_cases a <;>
    fin_cases i <;> fin_cases j <;> fin_cases k <;> fin_cases l <;>
    simp [singlet, amp, spinA, spinB, spin, Matrix.mul_apply, Fintype.sum_prod_type,
      Fin.sum_univ_two, Matrix.one_apply] <;> ring
```

The exchange operator follows from the total spin \(\mathbf S=\mathbf S_2+\mathbf S_3\):

\[ \mathbf S_2\cdot\mathbf S_3=\tfrac12\big(\mathbf S^2-\tfrac32\big), \]

which is \(-\tfrac34\) on the singlet and \(\tfrac14\) on the triplet, hence \(\tfrac14-P\). The code reaches the same identity by comparing entries.

```lean
/-- The exchange operator of two spins 1/2 is `S2·S3 = 1/4 - P`. -/
theorem exchange_eq : ∑ a, spinA a * spinB a = (1 / 4 : ℂ) • 1 - singlet := by
  have hI := Complex.I_mul_I
  ext ⟨i, j⟩ ⟨k, l⟩
  fin_cases i <;> fin_cases j <;> fin_cases k <;> fin_cases l <;>
    simp [singlet, amp, spinA, spinB, spin, Matrix.mul_apply, Fintype.sum_prod_type,
      Fin.sum_univ_three, Matrix.one_apply] <;> grind
```

## The weak bonds acting on the singlet

Replacing \(S_{3,a}\) by \(-S_{2,a}\) next to \(P\) gives

\[ VP=\sum_aW_a\,S_{2,a}P,\qquad PV=\sum_aW_a\,PS_{2,a},\qquad W_a=J_1L_a-J_2R_a. \]

The minus sign in \(W_a\) decides the physics: if it is lost, the final exchange comes out as \(-J_1J_2/(2J_0)\), ferromagnetic where it should be antiferromagnetic for positive couplings.

```lean
/-- Next to the singlet projector, the weak bonds act as a coupling of the first spin of the pair
to the single outer operator `J1 L - J2 R`. -/
theorem weakBonds_singlet (J1 J2 : ℂ) (L R : Fin 3 → Matrix m m ℂ) :
    weakBonds J1 J2 L R * proj m = ∑ a, (J1 • L a - J2 • R a) ⊗ₖ (spinA a * singlet) ∧
    proj m * weakBonds J1 J2 L R = ∑ a, (J1 • L a - J2 • R a) ⊗ₖ (singlet * spinA a) := by
  constructor
  · simp only [weakBonds, proj, add_mul, smul_mul_assoc, Finset.sum_mul,
      ← Matrix.mul_kronecker_mul, mul_one, (singlet_opposite _).1]
    rw [Finset.smul_sum, Finset.smul_sum, ← Finset.sum_add_distrib]
    refine Finset.sum_congr rfl fun a _ => ?_
    ext i j
    simp only [Matrix.add_apply, Matrix.smul_apply, Matrix.sub_apply, Matrix.neg_apply,
      Matrix.kroneckerMap_apply, smul_eq_mul]
    ring
  · simp only [weakBonds, proj, mul_add, mul_smul_comm, Finset.mul_sum,
      ← Matrix.mul_kronecker_mul, one_mul, (singlet_opposite _).2]
    rw [Finset.smul_sum, Finset.smul_sum, ← Finset.sum_add_distrib]
    refine Finset.sum_congr rfl fun a _ => ?_
    ext i j
    simp only [Matrix.add_apply, Matrix.smul_apply, Matrix.sub_apply, Matrix.neg_apply,
      Matrix.kroneckerMap_apply, smul_eq_mul]
    ring
```

The first-order term is \(PVP=\sum_aW_a\,PS_{2,a}P=\sum_aW_a\,\tfrac12(\operatorname{tr}S_a)P=0\). The code shows that each summand vanishes.

```lean
/-- The weak bonds have no first-order effect in the singlet: `P V P = 0`. -/
theorem first_order (J1 J2 : ℂ) (L R : Fin 3 → Matrix m m ℂ) :
    proj m * weakBonds J1 J2 L R * proj m = 0 := by
  rw [mul_assoc, (weakBonds_singlet J1 J2 L R).1, proj, Finset.mul_sum]
  refine Finset.sum_eq_zero fun a _ => ?_
  rw [← Matrix.mul_kronecker_mul, ← mul_assoc singlet, spinA, singlet_sandwich,
    (spin_trace a a).1, zero_div, zero_smul, Matrix.kronecker_zero]
```

## The gap and the inverse

From the exchange operator,

\[ H_0+\tfrac34J_0=J_0\big(\tfrac14-P\big)+\tfrac34J_0=J_0(1-P), \]

so the gap \(J_0\) is derived. If \(G\) satisfies both equations, then \(1-P=J_0(1-P)G=J_0G\), and \(G=(1-P)/J_0\). Conversely, this operator satisfies both because \(P^2=P\). In the code `hP` is \(P^2=P\), `hS` is the displayed identity, and the two directions follow. The condition on \(G\) in the later theorems therefore selects exactly one operator.

```lean
/-- For `J0 ≠ 0` the reduced resolvent exists and is unique: it is `(1 - P)/J0`. -/
theorem isReducedResolvent_iff {J0 : ℂ} (hJ : J0 ≠ 0) (G : Matrix (m × Pair) (m × Pair) ℂ) :
    IsReducedResolvent J0 G ↔ G = J0⁻¹ • (1 - proj m) := by
  have hP : proj m * proj m = proj m := by
    have h := singlet_sandwich 1
    rw [Matrix.one_kronecker_one, mul_one, Matrix.trace_one] at h
    rw [proj, ← Matrix.mul_kronecker_mul, one_mul, h]
    simp
  -- the strong bond, measured from the singlet energy, is the gap times 1 - P
  have hS : strongBond m J0 + (3 / 4 * J0) • 1 = J0 • (1 - proj m) := by
    have h1 : (1 : Matrix (m × Pair) (m × Pair) ℂ) =
      (1 : Matrix m m ℂ) ⊗ₖ (1 : Matrix Pair Pair ℂ) := Matrix.one_kronecker_one.symm
    rw [strongBond, exchange_eq, h1, proj]
    ext i j
    simp only [Matrix.add_apply, Matrix.smul_apply, Matrix.sub_apply,
      Matrix.kroneckerMap_apply, smul_eq_mul]
    ring
  rw [IsReducedResolvent, hS]
  constructor
  · rintro ⟨h1, h2⟩
    rw [smul_mul_assoc, sub_mul, one_mul, h2, sub_zero] at h1
    rw [← h1, smul_smul, inv_mul_cancel₀ hJ, one_smul]
  · rintro rfl
    constructor
    · rw [smul_mul_assoc, mul_smul_comm, smul_smul, mul_inv_cancel₀ hJ, one_smul]
      simp only [sub_mul, mul_sub, one_mul, mul_one, hP]
      abel
    · rw [mul_smul_comm, mul_sub, mul_one, hP, sub_self, smul_zero]
```

## Second order for general outer operators

Since \(PVP=0\), the projector inside \(G\) drops out:

\[ PVGVP=\frac1{J_0}\big(PV^2P-PVP\,VP\big)=\frac1{J_0}PV^2P. \]

The trace rules give \(PS_{2,a}S_{2,b}P=\tfrac14\delta_{ab}P\), so

\[ PV^2P=\sum_{a,b}W_aW_b\,PS_{2,a}S_{2,b}P=\tfrac14\sum_aW_a^2\,P. \]

If \(L_aR_a=R_aL_a\) for each \(a\), as for spins on different sites, then

\[ W_a^2=J_1^2L_a^2+J_2^2R_a^2-2J_1J_2L_aR_a, \]

and therefore

\[ -PVGVP=P\Big[\frac{J_1J_2}{2J_0}\sum_aL_aR_a-\frac1{4J_0}\sum_a\big(J_1^2L_a^2+J_2^2R_a^2\big)\Big]. \]

In the proof `hR` inserts \(G=(1-P)/J_0\), `first_order` removes the term with \(PVP\), `hab` and `key` evaluate \(PV^2P\), and `hW` expands the square.

```lean
/-- Second-order decimation for `J0 ≠ 0` and outer operators with `L a` commuting with `R a`:
the eliminated pair leaves a coupling `J1 J2/(2 J0)` of `L` to `R`, and terms in `L·L` and `R·R`. -/
theorem second_order {J0 : ℂ} (hJ : J0 ≠ 0) (J1 J2 : ℂ) (L R : Fin 3 → Matrix m m ℂ)
    (hLR : ∀ a, L a * R a = R a * L a) {G : Matrix (m × Pair) (m × Pair) ℂ}
    (hG : IsReducedResolvent J0 G) :
    -(proj m * weakBonds J1 J2 L R * G * weakBonds J1 J2 L R * proj m) =
      proj m * (((J1 * J2 / (2 * J0)) • ∑ a, L a * R a - (1 / (4 * J0)) •
        (J1 ^ 2 • ∑ a, L a * L a + J2 ^ 2 • ∑ a, R a * R a)) ⊗ₖ 1) := by
  -- two spin operators between singlets give δ/4
  have hab (a b : Fin 3) : singlet * spinA a * (spinA b * singlet) =
      (if a = b then 1 / 4 else 0 : ℂ) • singlet := by
    have h : spinA a * spinA b = (spin a * spin b) ⊗ₖ 1 := by
      simp only [spinA, ← Matrix.mul_kronecker_mul, mul_one]
    rw [mul_assoc, ← mul_assoc (spinA a), h, ← mul_assoc, singlet_sandwich, (spin_trace a b).2]
    congr 1
    split_ifs <;> norm_num
  have key : proj m * weakBonds J1 J2 L R * (weakBonds J1 J2 L R * proj m) =
      ∑ a, (1 / 4 : ℂ) • (((J1 • L a - J2 • R a) * (J1 • L a - J2 • R a)) ⊗ₖ singlet) := by
    rw [(weakBonds_singlet J1 J2 L R).1, (weakBonds_singlet J1 J2 L R).2, Finset.sum_mul_sum]
    simp only [← Matrix.mul_kronecker_mul, hab, Matrix.kronecker_smul]
    simp only [ite_smul, zero_smul, Finset.sum_ite_eq, Finset.mem_univ, if_true]
  -- P V P = 0 removes the projector from the resolvent
  have hR : proj m * weakBonds J1 J2 L R * G * weakBonds J1 J2 L R * proj m =
      J0⁻¹ • (proj m * weakBonds J1 J2 L R * (weakBonds J1 J2 L R * proj m) -
        proj m * weakBonds J1 J2 L R * proj m * (weakBonds J1 J2 L R * proj m)) := by
    rw [(isReducedResolvent_iff hJ G).1 hG]
    simp only [mul_smul_comm, smul_mul_assoc, mul_sub, sub_mul, mul_one, mul_assoc]
  have hW (a : Fin 3) : (J1 • L a - J2 • R a) * (J1 • L a - J2 • R a) =
      J1 ^ 2 • (L a * L a) + J2 ^ 2 • (R a * R a) - (2 * J1 * J2) • (L a * R a) := by
    simp only [sub_mul, mul_sub, smul_mul_assoc, mul_smul_comm, ← hLR a]
    module
  rw [hR, first_order, zero_mul, sub_zero, key, proj, ← Matrix.mul_kronecker_mul, one_mul, mul_one]
  simp only [hW]
  ext i j
  simp only [Fin.sum_univ_three, Matrix.add_apply, Matrix.smul_apply, Matrix.sub_apply,
    Matrix.neg_apply, Matrix.kroneckerMap_apply, smul_eq_mul]
  ring
```

For outer spins of lengths \(s_1\) and \(s_4\), putting \(\sum_aL_a^2=s_1(s_1+1)\) and \(\sum_aR_a^2=s_4(s_4+1)\) into this formula leaves the exchange unchanged and gives the shift \(-[J_1^2s_1(s_1+1)+J_2^2s_4(s_4+1)]/(4J_0)\).

## Two outer spins 1/2

Now the outer system is itself a pair, made of spins 1 and 4. Its operators are again called `spinA` and `spinB`, so these names mean \(\mathbf S_1\) and \(\mathbf S_4\) in the outer factor. They commute, and \(S_a^2=\tfrac14\) gives each the squared length \(\tfrac34\).

```lean
/-- Two outer spins 1/2 have commuting components `a`, and each has squared length 3/4. -/
theorem outer_spins_witness : (∀ a, spinA a * spinB a = spinB a * spinA a) ∧
    ∑ a, spinA a * spinA a = (3 / 4 : ℂ) • 1 ∧ ∑ a, spinB a * spinB a = (3 / 4 : ℂ) • 1 := by
  have hs (a : Fin 3) : spin a * spin a = (1 / 4 : ℂ) • 1 := by
    have hI := Complex.I_mul_I
    ext i j
    fin_cases a <;> fin_cases i <;> fin_cases j <;>
      simp [spin, Matrix.mul_apply, Fin.sum_univ_two] <;> grind
  refine ⟨fun a => ?_, ?_, ?_⟩
  · simp only [spinA, spinB, ← Matrix.mul_kronecker_mul, mul_one, one_mul]
  · simp only [spinA, ← Matrix.mul_kronecker_mul, hs, mul_one, Matrix.smul_kronecker,
      Matrix.one_kronecker_one, Fin.sum_univ_three]
    module
  · simp only [spinB, ← Matrix.mul_kronecker_mul, hs, mul_one, Matrix.kronecker_smul,
      Matrix.one_kronecker_one, Fin.sum_univ_three]
    module
```

Inserting \(\tfrac34\) turns the last two terms into \(-\tfrac{3}{16J_0}(J_1^2+J_2^2)\), which is the stated energy shift. The final theorem asks only for \(J_0\neq0\); the singlet is the ground state of the strong bond when \(J_0>0\).

```lean
/-- Ma-Dasgupta-Hu rule for four spins 1/2 and `J0 ≠ 0`: to second order the singlet pair 2, 3
leaves the exchange `J1 J2/(2 J0) S1·S4` and the energy shift `-3 (J1² + J2²)/(16 J0)`. -/
theorem ma_dasgupta_hu {J0 : ℂ} (hJ : J0 ≠ 0) (J1 J2 : ℂ)
    {G : Matrix (Pair × Pair) (Pair × Pair) ℂ} (hG : IsReducedResolvent J0 G) :
    -(proj Pair * weakBonds J1 J2 spinA spinB * G * weakBonds J1 J2 spinA spinB * proj Pair) =
      proj Pair * (((J1 * J2 / (2 * J0)) • ∑ a, spinA a * spinB a -
        (3 * (J1 ^ 2 + J2 ^ 2) / (16 * J0)) • 1) ⊗ₖ 1) := by
  obtain ⟨hc, hA, hB⟩ := outer_spins_witness
  rw [second_order hJ J1 J2 spinA spinB hc hG, hA, hB]
  congr 3
  rw [smul_smul, smul_smul, ← add_smul, smul_smul]
  congr 1
  ring

end

end MaDasguptaHu
```

```lean
#print axioms MaDasguptaHu.ma_dasgupta_hu
```

```
'MaDasguptaHu.ma_dasgupta_hu' depends on axioms: [propext, Classical.choice, Quot.sound]
```

The theorem is an identity for the second-order operator. Using that operator as the Hamiltonian of spins 1 and 4 is a further step, which relies on \(|J_1|,|J_2|\ll J_0\) and comes here without an error bound. In a longer chain, \(H_0\) also leaves out the bonds among the outer spins.
